# Thermal velocities under linear constraints: covariance and mean kinetic energy after mass-weighted projection

One way to start a simulation with rigid bonds is to draw Maxwell velocities for all coordinates and then project them so that no bond length is changing. This text computes the covariance and the mean kinetic energy after the projection. Of the Maxwell distribution it uses only the first two moments: zero mean and covariance $TM^{-1}$, where $M$ is the mass matrix. Gaussian shape is not assumed.

There are $n$ velocity components and $k$ constraints $Gv=0$. In Lean, `n` and `k` are finite index types, and their sizes are `Fintype.card n` and `Fintype.card k`. The letter $k$ is not Boltzmann's constant: $T$ is an energy, the textbook $k_BT$.

```lean
import Mathlib

open Matrix MeasureTheory ProbabilityTheory
open scoped NNReal ENNReal

namespace ConstrainedThermalVelocities

noncomputable section

variable {Ω : Type*} [MeasurableSpace Ω] {n k : Type*} [Fintype n] [DecidableEq n]
  [Fintype k] [DecidableEq k] {μ : Measure Ω} {v : Ω → n → ℝ}
  {M : Matrix n n ℝ} {G : Matrix k n ℝ} {T : ℝ}
```

The velocity $v$ is a random vector, a function `v` on a space with measure `μ`. Its covariance $\Gamma$ consists of integrals of products of deviations from the mean.

```lean
/-- The covariance matrix of a random velocity vector with finite second moments. -/
def covMatrix (μ : Measure Ω) (v : Ω → n → ℝ) : Matrix n n ℝ :=
  Matrix.of fun i j => ∫ ω, (v ω i - ∫ ω', v ω' i ∂μ) * (v ω j - ∫ ω', v ω' j ∂μ) ∂μ
```

`IsThermal` collects finite second moments (`memLp`), zero mean and the covariance.

```lean
/-- Velocities with the first two moments of the Maxwell distribution: zero mean and
covariance `T M⁻¹`, for an invertible mass matrix `M` and `T` in units of energy. -/
structure IsThermal (μ : Measure Ω) (v : Ω → n → ℝ) (M : Matrix n n ℝ) (T : ℝ) : Prop where
  memLp : ∀ i, MemLp (fun ω => v ω i) 2 μ
  mean : ∀ i, ∫ ω, v ω i ∂μ = 0
  cov : covMatrix μ v = T • M⁻¹
```

With $S=GM^{-1}G^\top$, the projector is $P=1-M^{-1}G^\top S^{-1}G$.

```lean
/-- The mass-weighted projector `P = 1 - M⁻¹ Gᵀ (G M⁻¹ Gᵀ)⁻¹ G`, for invertible `M` and
`G M⁻¹ Gᵀ`. -/
def velocityProjector (M : Matrix n n ℝ) (G : Matrix k n ℝ) : Matrix n n ℝ :=
  1 - M⁻¹ * (Gᵀ * (G * M⁻¹ * Gᵀ)⁻¹ * G)
```

The kinetic energy is $K(v)=\tfrac12 v^\top Mv$.

```lean
/-- The kinetic energy `½ vᵀ M v`. -/
def kineticEnergy (M : Matrix n n ℝ) (v : n → ℝ) : ℝ := 1 / 2 * (v ⬝ᵥ M *ᵥ v)
```

Both $M$ and $G$ are constant matrices. In a molecule $G$ depends on the positions, so the results apply at one fixed configuration; averaging over configurations is a further step. Below, $M$ is positive definite and the rows of $G$ are independent wherever $S^{-1}$ has to be a true inverse. Angle brackets denote averages.

## (a) Invertibility of the constraint matrix

**Task.** Show that $\det S\neq0$.

**Solution.** Let $Sx=0$ and $y=G^\top x$. Then $y^\top M^{-1}y=x^\top Sx=0$. Since $M^{-1}$ is positive definite, $y=0$, and independence of the rows gives $x=0$. Lean argues by contradiction, taking a nonzero $x$ from a vanishing determinant.

```lean
/-- For positive definite masses and independent constraints, `G M⁻¹ Gᵀ` is invertible. -/
theorem isUnit_det_gram (hM : M.PosDef) (hG : LinearIndependent ℝ G.row) :
    IsUnit (G * M⁻¹ * Gᵀ).det := by
  rw [isUnit_iff_ne_zero]
  intro h0
  obtain ⟨x, hx, hAx⟩ := Matrix.exists_mulVec_eq_zero_iff.mpr h0
  have hy : Gᵀ *ᵥ x ≠ 0 := by
    intro hy
    apply hx
    have h := Fintype.linearIndependent_iff.mp hG x (by
      ext j
      have := congrFun hy j
      simpa [Matrix.mulVec, Matrix.vecMul, dotProduct, Matrix.row, Finset.sum_apply,
        mul_comm] using this)
    exact funext h
  have hpos := hM.inv.dotProduct_mulVec_pos hy
  have he : star (Gᵀ *ᵥ x) ⬝ᵥ M⁻¹ *ᵥ (Gᵀ *ᵥ x) = x ⬝ᵥ (G * M⁻¹ * Gᵀ) *ᵥ x := by
    rw [star_trivial, ← mulVec_mulVec, ← mulVec_mulVec, Matrix.dotProduct_mulVec x G,
      ← mulVec_transpose]
  rw [he, hAx, dotProduct_zero] at hpos
  exact lt_irrefl _ hpos
```

## (b) A symmetric product

**Task.** Show that $PM^{-1}=M^{-1}P^\top$.

**Solution.** $M$ and $S$ are symmetric, so both sides equal $M^{-1}-M^{-1}G^\top S^{-1}GM^{-1}$. The `simp only` call carries out these transpositions.

```lean
/-- For positive definite `M`, the matrix `P M⁻¹` equals its transpose `M⁻¹ Pᵀ`. -/
theorem projector_mul_inv (hM : M.PosDef) (G : Matrix k n ℝ) :
    velocityProjector M G * M⁻¹ = M⁻¹ * (velocityProjector M G)ᵀ := by
  have hMt : Mᵀ = M := by
    have h : Mᴴ = M := hM.isHermitian
    rwa [conjTranspose_eq_transpose_of_trivial] at h
  simp only [velocityProjector, transpose_sub, transpose_one, transpose_mul,
    transpose_transpose, transpose_nonsing_inv, hMt, Matrix.mul_sub, Matrix.sub_mul,
    Matrix.mul_one, Matrix.one_mul, Matrix.mul_assoc]
```

## (c) Projecting on both sides

**Task.** Show that $PM^{-1}P^\top=PM^{-1}$.

**Solution.** Write $P=1-WC$ with $W=M^{-1}$ and $C=G^\top S^{-1}G$. Then $CWC=G^\top S^{-1}SS^{-1}G=C$, so
$$P^2=1-2WC+W(CWC)=1-WC=P.$$
By (b), $PM^{-1}P^\top=P^2M^{-1}=PM^{-1}$. In Lean, `key` is the expansion and `idem` is $P^2=P$.

```lean
/-- For positive definite masses and independent constraints, `P M⁻¹ Pᵀ = P M⁻¹`. -/
theorem projector_sandwich (hM : M.PosDef) (hG : LinearIndependent ℝ G.row) :
    velocityProjector M G * M⁻¹ * (velocityProjector M G)ᵀ = velocityProjector M G * M⁻¹ := by
  have key : ∀ W C : Matrix n n ℝ, C * W * C = C →
      (1 - W * C) * (1 - W * C) = 1 - W * C := by
    intro W C h
    calc (1 - W * C) * (1 - W * C) = 1 - W * C - W * C + W * (C * W * C) := by noncomm_ring
      _ = 1 - W * C := by rw [h]; abel
  have idem : velocityProjector M G * velocityProjector M G = velocityProjector M G := by
    refine key _ _ ?_
    calc _ = Gᵀ * ((G * M⁻¹ * Gᵀ)⁻¹ * (G * M⁻¹ * Gᵀ)) * (G * M⁻¹ * Gᵀ)⁻¹ * G := by
          simp only [Matrix.mul_assoc]
      _ = _ := by rw [nonsing_inv_mul _ (isUnit_det_gram hM hG), Matrix.mul_one]
  rw [Matrix.mul_assoc, ← projector_mul_inv hM, ← Matrix.mul_assoc, idem]
```

## (d) Covariance under a linear map

**Task.** For a matrix $A$, show that $\mathrm{Cov}(Av)=A\Gamma A^\top$.

**Solution.** Let $u_l=v_l-\langle v_l\rangle$. The deviation of $(Av)_i$ is $\sum_l A_{il}u_l$ (`hdev`), hence
$$\mathrm{Cov}(Av)_{ij}=\sum_{l,m}A_{il}A_{jm}\langle u_lu_m\rangle=(A\Gamma A^\top)_{ij}.$$
Finite second moments make each product integrable (`hprod`), which permits averaging term by term.

```lean
omit [DecidableEq n] in
/-- A linear map `A` turns the covariance `C` of square-integrable velocities into `A C Aᵀ`. -/
theorem covMatrix_mulVec [IsProbabilityMeasure μ] (hv : ∀ i, MemLp (fun ω => v ω i) 2 μ)
    (A : Matrix n n ℝ) : covMatrix μ (fun ω => A *ᵥ v ω) = A * covMatrix μ v * Aᵀ := by
  let u : n → Ω → ℝ := fun l ω => v ω l - ∫ ω', v ω' l ∂μ
  have hu : ∀ l, MemLp (u l) 2 μ := fun l => (hv l).sub (memLp_const _)
  have hprod : ∀ l m, Integrable (fun ω => u l ω * u m ω) μ :=
    fun l m => (hu l).integrable_mul (hu m)
  -- deviations from the mean transform linearly
  have hdev : ∀ i ω, (A *ᵥ v ω) i - ∫ ω', (A *ᵥ v ω') i ∂μ = ∑ l, A i l * u l ω := by
    intro i ω
    have h : ∫ ω', (A *ᵥ v ω') i ∂μ = ∑ l, A i l * ∫ ω', v ω' l ∂μ := by
      simp only [Matrix.mulVec, dotProduct]
      rw [integral_finsetSum]
      · exact Finset.sum_congr rfl fun l _ => integral_const_mul _ _
      · exact fun l _ => ((hv l).integrable one_le_two).const_mul _
    rw [h]
    simp only [u, Matrix.mulVec, dotProduct, mul_sub, Finset.sum_sub_distrib]
  ext i j
  calc covMatrix μ (fun ω => A *ᵥ v ω) i j
      = ∫ ω, (∑ l, A i l * u l ω) * (∑ m, A j m * u m ω) ∂μ := by
        simp only [covMatrix, Matrix.of_apply, hdev]
    _ = ∫ ω, ∑ l, ∑ m, (A i l * A j m) * (u l ω * u m ω) ∂μ := by
        refine integral_congr_ae (Filter.Eventually.of_forall fun ω => ?_)
        beta_reduce
        rw [Finset.sum_mul_sum]
        exact Finset.sum_congr rfl fun l _ => Finset.sum_congr rfl fun m _ => by ring
    _ = ∑ l, ∑ m, (A i l * A j m) * covMatrix μ v l m := by
        rw [integral_finsetSum]
        · refine Finset.sum_congr rfl fun l _ => ?_
          rw [integral_finsetSum]
          · exact Finset.sum_congr rfl fun m _ => integral_const_mul _ _
          · exact fun m _ => (hprod l m).const_mul _
        · exact fun l _ => integrable_finsetSum _ fun m _ => (hprod l m).const_mul _
    _ = (A * covMatrix μ v * Aᵀ) i j := by
        simp only [Matrix.mul_apply, Matrix.transpose_apply, Finset.sum_mul]
        rw [Finset.sum_comm]
        exact Finset.sum_congr rfl fun m _ => Finset.sum_congr rfl fun l _ => by ring
```

## (e) Mean of a quadratic form

**Task.** For zero mean and any matrix $N$, show that $\langle v^\top Nv\rangle=\mathrm{tr}(N\Gamma)$.

**Solution.** Average $v^\top Nv=\sum_{i,j}N_{ij}v_jv_i$ term by term. With zero mean $\langle v_jv_i\rangle=\Gamma_{ji}$, and $\sum_{i,j}N_{ij}\Gamma_{ji}$ is the trace.

```lean
omit [DecidableEq n] in
/-- For square-integrable velocities of zero mean, the average of `vᵀ N v` is the trace of
`N` times the covariance. -/
theorem mean_quadratic (hv : ∀ i, MemLp (fun ω => v ω i) 2 μ)
    (h0 : ∀ i, ∫ ω, v ω i ∂μ = 0) (N : Matrix n n ℝ) :
    ∫ ω, v ω ⬝ᵥ N *ᵥ v ω ∂μ = trace (N * covMatrix μ v) := by
  have hprod : ∀ i j, Integrable (fun ω => v ω j * v ω i) μ :=
    fun i j => (hv j).integrable_mul (hv i)
  have he : ∀ ω, v ω ⬝ᵥ N *ᵥ v ω = ∑ i, ∑ j, N i j * (v ω j * v ω i) := by
    intro ω
    simp only [Matrix.mulVec, dotProduct, Finset.mul_sum]
    exact Finset.sum_congr rfl fun i _ => Finset.sum_congr rfl fun j _ => by ring
  simp only [he, Matrix.trace, Matrix.diag_apply, Matrix.mul_apply, covMatrix,
    Matrix.of_apply, h0, sub_zero]
  rw [integral_finsetSum]
  · refine Finset.sum_congr rfl fun i _ => ?_
    rw [integral_finsetSum]
    · exact Finset.sum_congr rfl fun j _ => integral_const_mul _ _
    · exact fun j _ => (hprod i j).const_mul _
  · exact fun i _ => integrable_finsetSum _ fun j _ => (hprod i j).const_mul _
```

## (f) Covariance of the projected velocities

**Task.** Show that
$$\mathrm{Cov}(Pv)=TPM^{-1},\qquad \mathrm{tr}\big(M\,\mathrm{Cov}(Pv)\big)=(n-k)T.$$

**Solution.** By (d) and (c), $\mathrm{Cov}(Pv)=P(TM^{-1})P^\top=TPM^{-1}$. By cyclicity, $\mathrm{tr}(MPM^{-1})=\mathrm{tr}\,P$, and
$$\mathrm{tr}\,P=n-\mathrm{tr}(M^{-1}G^\top S^{-1}G)=n-\mathrm{tr}(SS^{-1})=n-k.$$
The trace that is subtracted is `h` in Lean.

```lean
/-- For positive definite masses and `k` independent constraints, projected thermal velocities
have covariance `T P M⁻¹`, and the trace of `M` times this covariance is `(n - k) T`. -/
theorem projected_covariance [IsProbabilityMeasure μ] (hM : M.PosDef)
    (hG : LinearIndependent ℝ G.row) (hv : IsThermal μ v M T) :
    covMatrix μ (fun ω => velocityProjector M G *ᵥ v ω) = T • (velocityProjector M G * M⁻¹) ∧
    trace (M * covMatrix μ (fun ω => velocityProjector M G *ᵥ v ω)) =
      ((Fintype.card n : ℝ) - Fintype.card k) * T := by
  have hcov : covMatrix μ (fun ω => velocityProjector M G *ᵥ v ω) =
      T • (velocityProjector M G * M⁻¹) := by
    rw [covMatrix_mulVec hv.memLp, hv.cov, Matrix.mul_smul, Matrix.smul_mul,
      projector_sandwich hM hG]
  -- each constraint removes one unit of trace
  have h : trace (M⁻¹ * (Gᵀ * (G * M⁻¹ * Gᵀ)⁻¹ * G)) = (Fintype.card k : ℝ) := by
    calc _ = trace ((M⁻¹ * Gᵀ * (G * M⁻¹ * Gᵀ)⁻¹) * G) := by simp only [Matrix.mul_assoc]
      _ = trace (G * (M⁻¹ * Gᵀ * (G * M⁻¹ * Gᵀ)⁻¹)) := trace_mul_comm _ _
      _ = trace ((G * M⁻¹ * Gᵀ) * (G * M⁻¹ * Gᵀ)⁻¹) := by simp only [Matrix.mul_assoc]
      _ = _ := by rw [mul_nonsing_inv _ (isUnit_det_gram hM hG), trace_one]
  refine ⟨hcov, ?_⟩
  rw [hcov, Matrix.mul_smul, trace_smul, trace_mul_comm, Matrix.mul_assoc,
    nonsing_inv_mul _ hM.det_pos.ne'.isUnit, Matrix.mul_one, velocityProjector, trace_sub,
    trace_one, h, smul_eq_mul, mul_comm]
```

## (g) Mean kinetic energy

**Task.** Show that $\langle K(Pv)\rangle=(n-k)T/2$.

**Solution.** Since $K(Pv)=\tfrac12v^\top P^\top MPv$, (e) with $N=P^\top MP$ gives
$$\langle K(Pv)\rangle=\tfrac12\mathrm{tr}(P^\top MP\Gamma)=\tfrac12\mathrm{tr}(MP\Gamma P^\top),$$
and (d) and (f) finish. If $k<n$, the temperature estimate $2K/(n-k)$ therefore has mean $T$ for the projected velocities.

```lean
/-- For positive definite masses and `k` independent constraints, the mean kinetic energy of
projected thermal velocities is `(n - k) T / 2`. -/
theorem mean_kineticEnergy [IsProbabilityMeasure μ] (hM : M.PosDef)
    (hG : LinearIndependent ℝ G.row) (hv : IsThermal μ v M T) :
    ∫ ω, kineticEnergy M (velocityProjector M G *ᵥ v ω) ∂μ =
      ((Fintype.card n : ℝ) - Fintype.card k) * T / 2 := by
  have h2 := (projected_covariance hM hG hv).2
  rw [covMatrix_mulVec hv.memLp] at h2
  set P := velocityProjector M G
  have hq : ∀ ω, kineticEnergy M (P *ᵥ v ω) = 1 / 2 * (v ω ⬝ᵥ (Pᵀ * (M * P)) *ᵥ v ω) := by
    intro ω
    rw [kineticEnergy, ← mulVec_mulVec, Matrix.dotProduct_mulVec (v ω) Pᵀ, vecMul_transpose,
      mulVec_mulVec]
  have h3 : trace (Pᵀ * (M * P) * covMatrix μ v) = trace (M * (P * covMatrix μ v * Pᵀ)) := by
    rw [Matrix.mul_assoc, trace_mul_comm]
    simp only [Matrix.mul_assoc]
  simp only [hq]
  rw [integral_const_mul, mean_quadratic hv.memLp hv.mean, h3, h2]
  ring
```

## (h) Uniqueness of the projector

**Task.** Let $T>0$, and let $Q$ satisfy $Qw=w$ whenever $Gw=0$. Show that
$$\mathrm{Cov}(Qv)=TPM^{-1}\iff Q=P.$$

**Solution.** One direction is (f). For the other, (d) and division by $T$ give $QM^{-1}Q^\top=PM^{-1}$ (`h1`). Since $GP=G-SS^{-1}G=0$, the columns of $P$ are allowed velocities, so $QP=P$. With (b), $QM^{-1}P^\top=QPM^{-1}=PM^{-1}$ (`h2`), and likewise $PM^{-1}Q^\top=M^{-1}(QP)^\top=PM^{-1}$ (`h3`). With (c), all four terms of $(Q-P)M^{-1}(Q-P)^\top$ equal $PM^{-1}$ up to sign and cancel. Its $i$-th diagonal entry is $r_iM^{-1}r_i^\top$, with $r_i$ the $i$-th row of $Q-P$, so every $r_i$ vanishes.

```lean
/-- Let masses be positive definite, constraints independent, `v` thermal and `T > 0`. If a linear
map `Q` leaves all velocities with `G w = 0` unchanged, then `Q v` has the covariance `T P M⁻¹` if
and only if `Q = P`. -/
theorem covariance_eq_iff [IsProbabilityMeasure μ] (hM : M.PosDef)
    (hG : LinearIndependent ℝ G.row) (hv : IsThermal μ v M T) (hT : 0 < T)
    (Q : Matrix n n ℝ) (hQ : ∀ w, G *ᵥ w = 0 → Q *ᵥ w = w) :
    covMatrix μ (fun ω => Q *ᵥ v ω) = T • (velocityProjector M G * M⁻¹) ↔
      Q = velocityProjector M G := by
  constructor
  swap
  · intro h
    rw [h]
    exact (projected_covariance hM hG hv).1
  intro h
  rw [covMatrix_mulVec hv.memLp, hv.cov, Matrix.mul_smul, Matrix.smul_mul] at h
  have hGP : G * velocityProjector M G = 0 := by
    have e : G * (M⁻¹ * (Gᵀ * (G * M⁻¹ * Gᵀ)⁻¹ * G)) =
        (G * M⁻¹ * Gᵀ) * (G * M⁻¹ * Gᵀ)⁻¹ * G := by simp only [Matrix.mul_assoc]
    rw [velocityProjector, Matrix.mul_sub, Matrix.mul_one, e,
      mul_nonsing_inv _ (isUnit_det_gram hM hG), Matrix.one_mul, sub_self]
  have hs := projector_mul_inv hM G
  have hPP := projector_sandwich hM hG
  set P := velocityProjector M G
  have h1 : Q * M⁻¹ * Qᵀ = P * M⁻¹ := by
    ext i j
    have hij := congrFun (congrFun h i) j
    simp only [Matrix.smul_apply, smul_eq_mul] at hij
    exact mul_left_cancel₀ hT.ne' hij
  have hQP : Q * P = P := by
    ext i j
    have hc : G *ᵥ (fun l => P l j) = 0 := by
      ext a
      exact congrFun (congrFun hGP a) j
    exact congrFun (hQ _ hc) i
  have h2 : Q * M⁻¹ * Pᵀ = P * M⁻¹ := by
    rw [Matrix.mul_assoc, ← hs, ← Matrix.mul_assoc, hQP]
  have h3 : P * M⁻¹ * Qᵀ = P * M⁻¹ := by
    calc P * M⁻¹ * Qᵀ = M⁻¹ * (Q * P)ᵀ := by rw [hs, transpose_mul, Matrix.mul_assoc]
      _ = P * M⁻¹ := by rw [hQP, hs]
  -- the excess covariance vanishes, so every row of Q - P does
  have hR : (Q - P) * M⁻¹ * (Q - P)ᵀ = 0 := by
    simp only [transpose_sub, Matrix.mul_sub, Matrix.sub_mul, h1, h2, h3, hPP, sub_self]
  have hrow : ∀ i, (Q - P) i = 0 := by
    intro i
    by_contra hne
    have hpos := hM.inv.dotProduct_mulVec_pos hne
    rw [star_trivial, Matrix.dotProduct_mulVec] at hpos
    have h0 : ((Q - P) i ᵥ* M⁻¹) ⬝ᵥ (Q - P) i = 0 := congrFun (congrFun hR i) i
    exact hpos.ne' h0
  exact sub_eq_zero.mp (Matrix.ext fun i j => congrFun (hrow i) j)
```

## (i) Two masses on a line

**Task.** Let masses $m_1,m_2>0$ have independent centred Gaussian velocities of variances $T/m_1$ and $T/m_2$, with $T\ge0$, and let $G=(1,-1)$. Check the hypotheses on $M$ and $G$, and show that
$$\Gamma=T\,\mathrm{diag}(1/m_1,1/m_2).$$

**Solution.** $M=\mathrm{diag}(m_1,m_2)$ has positive diagonal entries, and the single row of $G$ is nonzero. The variances are given, and independence makes $\langle v_1v_2\rangle=\langle v_1\rangle\langle v_2\rangle=0$. In Lean, independence is the product measure, and `key` factorises its integrals.

```lean
/-- Two positive masses on a line with independent zero-mean Gaussian velocities of variances `T/m₁`
and `T/m₂`, and the constraint of equal velocities, meet the hypotheses on `M`, `G` and `v`. -/
theorem isThermal_witness (T m₁ m₂ : ℝ≥0) (h₁ : 0 < m₁) (h₂ : 0 < m₂) :
    (diagonal ![(m₁ : ℝ), (m₂ : ℝ)]).PosDef ∧
    LinearIndependent ℝ (!![1, -1] : Matrix (Fin 1) (Fin 2) ℝ).row ∧
    IsThermal ((gaussianReal 0 (T / m₁)).prod (gaussianReal 0 (T / m₂)))
      (fun ω : ℝ × ℝ => ![ω.1, ω.2]) (diagonal ![(m₁ : ℝ), (m₂ : ℝ)]) T := by
  have sec : ∀ c : ℝ≥0, ∫ x, x * x ∂(gaussianReal 0 c) = c := by
    intro c
    have h := variance_id_gaussianReal (μ := 0) (v := c)
    rw [variance_eq_integral measurable_id.aemeasurable] at h
    simpa [integral_id_gaussianReal, sq] using h
  have hL : ∀ c : ℝ≥0, MemLp (fun x : ℝ => x) 2 (gaussianReal 0 c) := by
    intro c
    have h := memLp_id_gaussianReal (μ := 0) (v := c) 2
    rw [ENNReal.coe_ofNat] at h
    exact h
  -- moments of the product measure factorise
  have key : ∀ (a b : ℝ≥0) (f g : ℝ → ℝ),
      ∫ ω : ℝ × ℝ, f ω.1 * g ω.2 ∂((gaussianReal 0 a).prod (gaussianReal 0 b)) =
        (∫ x, f x ∂(gaussianReal 0 a)) * ∫ x, g x ∂(gaussianReal 0 b) :=
    fun a b f g => integral_prod_mul f g
  have e1 := key (T / m₁) (T / m₂) (fun x => x) (fun _ => 1)
  have e2 := key (T / m₁) (T / m₂) (fun _ => 1) (fun x => x)
  have e11 := key (T / m₁) (T / m₂) (fun x => x * x) (fun _ => 1)
  have e22 := key (T / m₁) (T / m₂) (fun _ => 1) (fun x => x * x)
  have e12 := key (T / m₁) (T / m₂) (fun x => x) (fun x => x)
  simp only [mul_one, one_mul, sec, integral_id_gaussianReal, integral_const, probReal_univ,
    smul_eq_mul, mul_zero] at e1 e2 e11 e22 e12
  have e21 : ∫ ω : ℝ × ℝ, ω.2 * ω.1
      ∂((gaussianReal 0 (T / m₁)).prod (gaussianReal 0 (T / m₂))) = 0 :=
    by
      refine Eq.trans (integral_congr_ae ?_) e12
      exact Filter.Eventually.of_forall fun ω : ℝ × ℝ => mul_comm ω.2 ω.1
  have hinv : (diagonal ![(m₁ : ℝ), (m₂ : ℝ)])⁻¹ = diagonal ![(m₁ : ℝ)⁻¹, (m₂ : ℝ)⁻¹] := by
    apply inv_eq_right_inv
    ext i j
    fin_cases i <;> fin_cases j <;> simp [h₁.ne', h₂.ne']
  refine ⟨PosDef.diagonal fun i => ?_, ?_, ⟨fun i => ?_, fun i => ?_, ?_⟩⟩
  · fin_cases i
    · exact NNReal.coe_pos.mpr h₁
    · exact NNReal.coe_pos.mpr h₂
  · refine Fintype.linearIndependent_iff.mpr fun g hg i => ?_
    have h := congrFun hg 0
    fin_cases i
    simpa [Matrix.row] using h
  · fin_cases i
    · exact (hL _).comp_measurePreserving measurePreserving_fst
    · exact (hL _).comp_measurePreserving measurePreserving_snd
  · fin_cases i
    · exact e1
    · exact e2
  · rw [hinv]
    ext i j
    fin_cases i <;> fin_cases j <;>
      simp [covMatrix, e1, e2, e11, e22, e12, e21] <;> rw [div_eq_mul_inv]

end

end ConstrainedThermalVelocities
```

## Masses 1 and 3, and the wrong projector

Take $m_1=1$ and $m_2=3$ in (i). Then $S=4/3$ and
$$P=\tfrac14\begin{pmatrix}1&3\\1&3\end{pmatrix},\qquad TPM^{-1}=\tfrac T4\begin{pmatrix}1&1\\1&1\end{pmatrix}.$$
Both masses receive the centre-of-mass velocity, and the mean kinetic energy is $\tfrac12\cdot4\cdot\tfrac T4=\tfrac T2$.

Suppose that the masses are left out and the projector is taken to be $1-G^\top(GG^\top)^{-1}G$. This also enforces the constraint and leaves allowed velocities unchanged, but it gives both masses $(v_1+v_2)/2$, with variance $\tfrac14(T+\tfrac T3)=\tfrac T3$. The mean kinetic energy becomes $\tfrac{2T}3$, which is too hot by a third.

```lean
#print axioms ConstrainedThermalVelocities.mean_kineticEnergy
#print axioms ConstrainedThermalVelocities.covariance_eq_iff
```

```
'ConstrainedThermalVelocities.mean_kineticEnergy' depends on axioms: [propext, Classical.choice, Quot.sound]
'ConstrainedThermalVelocities.covariance_eq_iff' depends on axioms: [propext, Classical.choice, Quot.sound]
```
